# Plane-wave solutions of the reduced Ginzburg–Landau equation carry a current of at most $2/(3\sqrt3)$

For a real wave number $q$ with $|q|\le 1$, the order parameter
$$\psi(x)=\sqrt{1-q^2}\,e^{iqx}$$
solves $\psi''+\psi-|\psi|^2\psi=0$ and carries the current $q(1-q^2)$. This current is at most $2/(3\sqrt3)$, and it reaches that value exactly at $q=1/\sqrt3$. The same number bounds the magnitude of the current in every plane-wave solution, whatever its amplitude.

## Current against pair density in a thin wire

Without a vector potential, a supercurrent in a wire requires a phase gradient of the order parameter. The gradient costs kinetic energy, and the superconductor responds by lowering its pair density. The current is the product of the two, so it first grows with the gradient and then falls. Its maximum is the depairing current.

The wire is taken to be so thin that $\psi$ is constant over the cross-section and the magnetic field of the current can be neglected. Lengths are measured in coherence lengths $\xi$, and $|\psi|^2$ in units of the pair density $n_0$ without current. The wave number $q$ is therefore dimensionless, and the current is $\operatorname{Im}(\bar\psi\psi')$.

## From the plane wave to the maximum

Let $\psi=a\,e^{iqx}$ with complex amplitude $a$. Then $\psi'=iq\psi$, $\psi''=-q^2\psi$ and $|\psi|^2=|a|^2$, so the equation becomes
$$(1-q^2-|a|^2)\,\psi=0 .$$
The exponential never vanishes. Hence $\psi$ is a solution exactly when $a=0$ or $|a|^2=1-q^2$. The current is
$$\operatorname{Im}(\bar\psi\, iq\psi)=q|a|^2,$$
which is $q(1-q^2)$ for $a=\sqrt{1-q^2}$.

For the maximum, put $s=1/\sqrt3$, so that $s^2=1/3$ and $2/(3\sqrt3)=2s/3=2s^3$. Expanding gives
$$(q-s)^2(q+2s)=q^3-3s^2q+2s^3=\frac{2}{3\sqrt3}-q(1-q^2).$$
Since $2s=2/\sqrt3>1$, the factor $q+2s$ is positive for all $q\ge-1$. The right-hand side is therefore non-negative on $[-1,1]$ and vanishes only at $q=s$.

A plane-wave solution with $a\ne0$ has $1-q^2=|a|^2>0$, so $|q|<1$ and its current is $q(1-q^2)$. Replacing $q$ by $-q$ reverses this current, which gives the bound on its magnitude. For $a=0$ the current is zero. Finally, $q(1-q^2)$ is continuous, is zero at $q=0$ and $q=1$, and equals $2/(3\sqrt3)$ at $q=s$. Each value strictly in between is thus taken once or more on either side of $s$.

## What the Lean statements say

- `SolvesGL ψ` says that at every real `x` both `ψ` and `deriv ψ` are differentiable and the equation holds. Differentiability is demanded because Lean's `deriv` returns zero where no derivative exists.
- `current ψ x` is $\operatorname{Im}(\bar\psi\psi')$ at `x`.
- `planeWave a q` is $a\,e^{iqx}$, and `uniformState q` is the case $a=\sqrt{1-q^2}$.
- `depairingCurrent` is defined as the number $2/(3\sqrt3)$, not as a supremum. Its physical name is earned by the theorems.

The main theorem, `depairing_current`, assumes `|q| ≤ 1` and gives the solution property, the current, the bound and the equality case. At $|q|=1$ the state is $\psi=0$, the normal metal, with zero current. `abs_current_le_depairing` treats plane-wave solutions of any amplitude. `two_branches` provides, for each current strictly between zero and the maximum, one state with $0<q<1/\sqrt3$ and one with $1/\sqrt3<q<1$; it does not say that each is unique in its interval.

Solutions whose modulus varies along the wire are not considered. Reading the bound as the critical current of a real wire requires further assumptions: the temperature is close enough to the superconducting transition for the Ginzburg–Landau equation to apply, and the wire stays in a uniform state up to that current.

## The complete Lean file

```lean
import Mathlib

open ComplexConjugate

namespace GinzburgLandauDepairing

noncomputable section

/-- The reduced one-dimensional Ginzburg-Landau equation `ψ'' + ψ - |ψ|² ψ = 0` for a twice
differentiable order parameter. -/
def SolvesGL (ψ : ℝ → ℂ) : Prop :=
  ∀ x, DifferentiableAt ℝ ψ x ∧ DifferentiableAt ℝ (deriv ψ) x ∧
    deriv (deriv ψ) x + ψ x - ((‖ψ x‖ ^ 2 : ℝ) : ℂ) * ψ x = 0

/-- The supercurrent `Im (conj ψ · ψ')` of a differentiable order parameter, in reduced units. -/
def current (ψ : ℝ → ℂ) (x : ℝ) : ℝ := (conj (ψ x) * deriv ψ x).im

/-- The plane wave `a exp(iqx)` with complex amplitude `a` and wave number `q`. -/
def planeWave (a : ℂ) (q x : ℝ) : ℂ := a * Complex.exp (Complex.I * q * x)

/-- The order parameter `√(1 - q²) exp(iqx)`, for `|q| ≤ 1`. -/
def uniformState (q : ℝ) : ℝ → ℂ := planeWave ((√(1 - q ^ 2) : ℝ) : ℂ) q

/-- The depairing current `2 / (3√3)` in reduced units. -/
def depairingCurrent : ℝ := 2 / (3 * √3)

/-- Differentiating a plane wave multiplies its amplitude by `iq`. -/
theorem hasDerivAt_planeWave (a : ℂ) (q x : ℝ) :
    HasDerivAt (planeWave a q) (planeWave (Complex.I * q * a) q x) x := by
  have h := (((hasDerivAt_id' x).ofReal_comp.const_mul (Complex.I * (q : ℂ))).cexp).const_mul a
  refine HasDerivAt.congr_deriv h ?_
  simp only [planeWave, Complex.ofReal_one]
  ring

/-- The derivative of a plane wave, as an equality of functions. -/
theorem deriv_planeWave (a : ℂ) (q : ℝ) :
    deriv (planeWave a q) = planeWave (Complex.I * q * a) q :=
  funext fun x => (hasDerivAt_planeWave a q x).deriv

/-- A plane wave has the same modulus `|a|` everywhere. -/
theorem norm_planeWave (a : ℂ) (q x : ℝ) : ‖planeWave a q x‖ = ‖a‖ := by
  have h : Complex.I * q * x = ((q * x : ℝ) : ℂ) * Complex.I := by
    push_cast
    ring
  rw [planeWave, norm_mul, h, Complex.norm_exp_ofReal_mul_I, mul_one]

/-- A plane wave solves the Ginzburg-Landau equation exactly when it vanishes or its density
is `|a|² = 1 - q²`. -/
theorem planeWave_solves_iff (a : ℂ) (q : ℝ) :
    SolvesGL (planeWave a q) ↔ a = 0 ∨ ‖a‖ ^ 2 = 1 - q ^ 2 := by
  -- on a plane wave the equation is multiplication by a real number
  have key : ∀ x : ℝ, planeWave (Complex.I * q * (Complex.I * q * a)) q x + planeWave a q x
      - ((‖a‖ ^ 2 : ℝ) : ℂ) * planeWave a q x
      = ((1 - q ^ 2 - ‖a‖ ^ 2 : ℝ) : ℂ) * planeWave a q x := by
    intro x
    simp only [planeWave]
    push_cast
    linear_combination
      ((q : ℂ) ^ 2 * a * Complex.exp (Complex.I * q * x)) * Complex.I_sq
  constructor
  · intro h
    obtain ⟨-, -, h0⟩ := h 0
    rw [deriv_planeWave, deriv_planeWave, norm_planeWave, key] at h0
    rcases mul_eq_zero.mp h0 with h1 | h1
    · right
      have h2 := Complex.ofReal_eq_zero.mp h1
      linarith
    · left
      have h2 := norm_planeWave a q 0
      rw [h1, norm_zero] at h2
      exact norm_eq_zero.mp h2.symm
  · intro h x
    refine ⟨(hasDerivAt_planeWave a q x).differentiableAt, ?_, ?_⟩
    · rw [deriv_planeWave]
      exact (hasDerivAt_planeWave _ q x).differentiableAt
    · rw [deriv_planeWave, deriv_planeWave, norm_planeWave, key]
      rcases h with h | h
      · simp [planeWave, h]
      · rw [h, sub_self, Complex.ofReal_zero, zero_mul]

/-- A plane wave carries the uniform current `q |a|²`, wave number times density. -/
theorem current_planeWave (a : ℂ) (q x : ℝ) :
    current (planeWave a q) x = q * ‖a‖ ^ 2 := by
  have h : planeWave (Complex.I * q * a) q x = Complex.I * q * planeWave a q x := by
    simp only [planeWave]
    ring
  rw [current, deriv_planeWave, h, ← norm_planeWave a q x, Complex.sq_norm,
    Complex.normSq_apply]
  generalize planeWave a q x = z
  simp only [Complex.mul_im, Complex.mul_re, Complex.conj_re, Complex.conj_im, Complex.I_re,
    Complex.I_im, Complex.ofReal_re, Complex.ofReal_im]
  ring

/-- The depairing current minus `q(1 - q²)` factorises, with a double zero at `q = 1/√3`. -/
theorem depairing_gap (q : ℝ) :
    depairingCurrent - q * (1 - q ^ 2) = (q - 1 / √3) ^ 2 * (q + 2 / √3) := by
  have hs : (1 / √3) ^ 2 = (1 / 3 : ℝ) := by
    rw [div_pow, Real.sq_sqrt (by norm_num)]
    norm_num
  have e1 : depairingCurrent = 2 * (1 / √3) / 3 := by
    unfold depairingCurrent
    ring
  have e2 : 2 / √3 = 2 * (1 / √3) := by ring
  rw [e1, e2]
  generalize 1 / √3 = s at hs ⊢
  linear_combination (3 * q - 2 * s) * hs

/-- For `|q| ≤ 1` the state `√(1 - q²) exp(iqx)` solves the Ginzburg-Landau equation and carries
the current `q(1 - q²)`. This current is at most `2/(3√3)`, with equality exactly at
`q = 1/√3`. -/
theorem depairing_current {q : ℝ} (hq : |q| ≤ 1) :
    SolvesGL (uniformState q) ∧ (∀ x, current (uniformState q) x = q * (1 - q ^ 2)) ∧
      q * (1 - q ^ 2) ≤ depairingCurrent ∧
      (q * (1 - q ^ 2) = depairingCurrent ↔ q = 1 / √3) := by
  obtain ⟨hl, hr⟩ := abs_le.mp hq
  have hn : ‖((√(1 - q ^ 2) : ℝ) : ℂ)‖ ^ 2 = 1 - q ^ 2 := by
    rw [Complex.norm_real, Real.norm_eq_abs, sq_abs, Real.sq_sqrt (by nlinarith)]
  -- the simple factor of the gap is positive on the whole range of q
  have h3 : (0 : ℝ) < √3 := Real.sqrt_pos.mpr (by norm_num)
  have h2 : √3 < (2 : ℝ) := (Real.sqrt_lt' (by norm_num)).mpr (by norm_num)
  have h1 : 1 < 2 / √3 := (lt_div_iff₀ h3).mpr (by linarith)
  have hpos : 0 < q + 2 / √3 := by linarith
  have hgap := depairing_gap q
  refine ⟨(planeWave_solves_iff _ q).mpr (Or.inr hn), fun x => ?_, ?_, ?_, ?_⟩
  · rw [uniformState, current_planeWave, hn]
  · have := mul_nonneg (sq_nonneg (q - 1 / √3)) hpos.le
    linarith
  · intro h
    have h0 : (q - 1 / √3) ^ 2 * (q + 2 / √3) = 0 := by linarith
    rcases mul_eq_zero.mp h0 with h4 | h4
    · exact sub_eq_zero.mp (pow_eq_zero_iff (two_ne_zero)|>.mp h4)
    · exact absurd h4 hpos.ne'
  · intro h
    have h0 : q - 1 / √3 = 0 := sub_eq_zero.mpr h
    rw [h0] at hgap
    linarith

/-- No plane-wave solution of the Ginzburg-Landau equation, whatever its amplitude and wave
number, carries a current of magnitude above `2/(3√3)`. -/
theorem abs_current_le_depairing {a : ℂ} {q : ℝ} (h : SolvesGL (planeWave a q)) (x : ℝ) :
    |current (planeWave a q) x| ≤ depairingCurrent := by
  rw [current_planeWave]
  rcases (planeWave_solves_iff a q).mp h with h0 | h1
  · have hj : 0 ≤ depairingCurrent := by
      unfold depairingCurrent
      positivity
    simpa [h0] using hj
  · have hq : |q| ≤ 1 := (sq_le_one_iff_abs_le_one q).mp (by nlinarith [sq_nonneg ‖a‖])
    -- reversing q reverses the current
    have hp := (depairing_current hq).2.2.1
    have hm := (depairing_current (q := -q) (by rwa [abs_neg])).2.2.1
    rw [h1, abs_le]
    constructor <;> linarith

/-- Every current strictly between zero and `2/(3√3)` is carried by two of the states
`√(1 - q²) exp(iqx)`, one with `0 < q < 1/√3` and one with `1/√3 < q < 1`. -/
theorem two_branches {j : ℝ} (h0 : 0 < j) (hj : j < depairingCurrent) :
    ∃ q₁ ∈ Set.Ioo 0 (1 / √3), ∃ q₂ ∈ Set.Ioo (1 / √3) 1,
      (∀ x, current (uniformState q₁) x = j) ∧ (∀ x, current (uniformState q₂) x = j) := by
  have h3 : (0 : ℝ) < √3 := Real.sqrt_pos.mpr (by norm_num)
  have hs0 : 0 < 1 / √3 := by positivity
  have hs1 : 1 / √3 < 1 :=
    (div_lt_one h3).mpr ((Real.lt_sqrt (by norm_num)).mpr (by norm_num))
  have htop : 1 / √3 * (1 - (1 / √3) ^ 2) = depairingCurrent := by
    linear_combination -(depairing_gap (1 / √3))
  have hc : Continuous fun q : ℝ => q * (1 - q ^ 2) := by fun_prop
  -- the current rises from 0 to its maximum and falls back to 0
  obtain ⟨q₁, hq₁, e₁⟩ := intermediate_value_Ioo hs0.le hc.continuousOn
    (show j ∈ Set.Ioo ((0 : ℝ) * (1 - 0 ^ 2)) (1 / √3 * (1 - (1 / √3) ^ 2)) from
      ⟨by linarith, by rw [htop]; exact hj⟩)
  obtain ⟨q₂, hq₂, e₂⟩ := intermediate_value_Ioo' hs1.le hc.continuousOn
    (show j ∈ Set.Ioo ((1 : ℝ) * (1 - 1 ^ 2)) (1 / √3 * (1 - (1 / √3) ^ 2)) from
      ⟨by linarith, by rw [htop]; exact hj⟩)
  have a₁ : |q₁| ≤ 1 := abs_le.mpr ⟨by linarith [hq₁.1], by linarith [hq₁.2]⟩
  have a₂ : |q₂| ≤ 1 := abs_le.mpr ⟨by linarith [hq₂.1], by linarith [hq₂.2]⟩
  exact ⟨q₁, hq₁, q₂, hq₂, fun x => ((depairing_current a₁).2.1 x).trans e₁,
    fun x => ((depairing_current a₂).2.1 x).trans e₂⟩

end

end GinzburgLandauDepairing
```

```lean
#print axioms GinzburgLandauDepairing.abs_current_le_depairing
#print axioms GinzburgLandauDepairing.two_branches
```

```
'GinzburgLandauDepairing.abs_current_le_depairing' depends on axioms: [propext, Classical.choice, Quot.sound]
'GinzburgLandauDepairing.two_branches' depends on axioms: [propext, Classical.choice, Quot.sound]
```

## How the lemmas fit together

`hasDerivAt_planeWave` is the chain rule: differentiation multiplies the amplitude by $iq$. `deriv_planeWave` restates this as an equality of functions, so that it can be applied twice to obtain $\psi''$. `norm_planeWave` gives the constant modulus.

In `planeWave_solves_iff`, the auxiliary fact `key` is the reduction to $(1-q^2-|a|^2)\psi$, with $i^2=-1$ supplied to `linear_combination`. The forward direction needs the equation only at $x=0$, where one of the two factors must vanish. The converse also supplies the two derivatives.

`current_planeWave` writes $\psi'$ as $iq\psi$, replaces the value of $\psi$ by an arbitrary complex number `z`, and checks the resulting real identity in terms of the real and imaginary parts of `z`. `depairing_gap` is the factorisation, checked with $s^2=1/3$ as the only fact about $s$.

`depairing_current` combines these results. The positive factor is `hpos`, obtained from $\sqrt3<2$. In `abs_current_le_depairing`, a nonzero solution has $1-q^2=|a|^2\ge0$, hence $|q|\le1$, and the main theorem is applied to both $q$ and $-q$. `two_branches` uses the intermediate value theorem on $[0,1/\sqrt3]$, and its version for decreasing end values on $[1/\sqrt3,1]$.

## Finding the state for a given current

In a simulation of a thin wire, the plane wave can serve as the initial state at a prescribed current, as long as a uniform state without self-field is an adequate description. With pair charge $e^*$ and pair mass $m^*$, the current density is first divided by $e^*\hbar n_0/(m^*\xi)$. If the result is $3/8$, the equation $q(1-q^2)=3/8$ has the non-negative roots $q=1/2$ and $q=(\sqrt{13}-1)/4\approx0.651$. The first belongs to the branch that starts from the current-free superconductor, and its pair density is $3/4$ of $n_0$.

## A closed ring in place of an infinite line

The order parameter could also have been modelled on a ring of circumference $L$, in units of $\xi$ and without enclosed flux. A nonzero plane wave must then be single-valued, which restricts $q$ to $2\pi n/L$ with integer $n$. The upper bound remains, but it is reached only if $L/(2\pi\sqrt3)$ is an integer, and a continuous range of currents is no longer available.
